# Singlet–T0 oscillation of two exchange-coupled spins 1/2 under a constant field difference along z

In a radical-pair calculation with frozen nuclear spins, one evaluates the singlet-to-triplet conversion for each nuclear configuration and then averages over the configurations. In a strong magnetic field along $z$, the evaluation can use a closed formula instead of a numerical propagation. For a pair that starts in the singlet, the population of the triplet state T0 is

$$P_{T_0}(t)=\frac{b^2}{w^2}\sin^2(wt),\qquad w=\sqrt{b^2+\tfrac{J^2}{4}}.$$

Here $\hbar=1$, $J$ is the exchange coupling of the two electron spins, defined by the energy term $J\,\mathbf S_1\cdot\mathbf S_2$, and $b\neq0$ is half the difference of their angular Larmor frequencies, to which the hyperfine fields contribute. The formula is exact for an isolated pair with constant $J$ and $b$, without transverse fields and without dipolar coupling between the two electrons. For a radical pair in a strong field it is an approximation, because the transverse hyperfine fields are neglected.

```lean
import Mathlib

open Matrix
open scoped Kronecker

namespace SingletTripletMixing

noncomputable section
```

## Two spins and their Hamiltonian

With $\hbar=1$, energies are angular frequencies. The one-spin operators are half the Pauli matrices, with index 0 for ↑ and index 1 for ↓.

```lean
/-- The x component of a spin 1/2, in units of ħ. -/
def Sx : Matrix (Fin 2) (Fin 2) ℂ := !![0, 1/2; 1/2, 0]
```

The $y$ component is written with the factor $i$ in front of a real matrix.

```lean
/-- The y component of a spin 1/2, in units of ħ. -/
def Sy : Matrix (Fin 2) (Fin 2) ℂ := Complex.I • !![0, -1/2; 1/2, 0]

/-- The z component of a spin 1/2, in units of ħ. -/
def Sz : Matrix (Fin 2) (Fin 2) ℂ := !![1/2, 0; 0, -1/2]
```

An operator $A$ on the first spin is $A\otimes 1$ on the pair, and on the second spin it is $1\otimes A$. The index set `Fin 2 × Fin 2` labels the four product states.

```lean
/-- A one-spin operator acting on the first spin of the pair. -/
def site1 (A : Matrix (Fin 2) (Fin 2) ℂ) : Matrix (Fin 2 × Fin 2) (Fin 2 × Fin 2) ℂ :=
  A ⊗ₖ (1 : Matrix (Fin 2) (Fin 2) ℂ)

/-- A one-spin operator acting on the second spin of the pair. -/
def site2 (A : Matrix (Fin 2) (Fin 2) ℂ) : Matrix (Fin 2 × Fin 2) (Fin 2 × Fin 2) ℂ :=
  (1 : Matrix (Fin 2) (Fin 2) ℂ) ⊗ₖ A
```

The Hamiltonian is

$$H=J\,\mathbf S_1\cdot\mathbf S_2+b\,(S_{1z}-S_{2z}).$$

Positive $J$ puts the singlet below the triplet; other texts write the exchange term with $-J$ or $2J$. A field along $z$ that is common to both spins is left out, since it multiplies $S_{1z}+S_{2z}$, which gives zero on the singlet and on T0.

Applied to a real radical pair, this model replaces the nuclear spins by the single constant $b$, which neglects the transverse hyperfine terms. For this, the Zeeman splitting of the triplet states must be large compared with these terms and must not be close to $|J|$, where the singlet crosses T+ or T− and even weak transverse terms mix the two states. The model also leaves out the dipolar coupling of the two electrons, recombination and spin relaxation. These simplifications are assumed here, not derived.

```lean
/-- The Hamiltonian `J S1·S2 + b (S1z - S2z)` of two spins 1/2. -/
def hamiltonian (J b : ℝ) : Matrix (Fin 2 × Fin 2) (Fin 2 × Fin 2) ℂ :=
  (J : ℂ) • (site1 Sx * site2 Sx + site1 Sy * site2 Sy + site1 Sz * site2 Sz)
    + (b : ℂ) • (site1 Sz - site2 Sz)
```

## States, populations and the equation of motion

The two states of interest are

$$|S\rangle=\frac{|{\uparrow\downarrow}\rangle-|{\downarrow\uparrow}\rangle}{\sqrt2},\qquad |T_0\rangle=\frac{|{\uparrow\downarrow}\rangle+|{\downarrow\uparrow}\rangle}{\sqrt2}.$$

```lean
/-- The normalisation constant `1/√2`. -/
def invSqrtTwo : ℝ := (√2)⁻¹

/-- The singlet `(↑↓ - ↓↑)/√2`. -/
def singlet : Fin 2 × Fin 2 → ℂ :=
  fun p => !![0, (invSqrtTwo : ℂ); -(invSqrtTwo : ℂ), 0] p.1 p.2

/-- The triplet state T0, `(↑↓ + ↓↑)/√2`. -/
def triplet0 : Fin 2 × Fin 2 → ℂ :=
  fun p => !![0, (invSqrtTwo : ℂ); (invSqrtTwo : ℂ), 0] p.1 p.2
```

The population of a normalised state $\chi$ in a state $\varphi$ is $|\langle\chi|\varphi\rangle|^2$. In Lean, `star` supplies the complex conjugation of the bra.

```lean
/-- The population of the normalised state `χ` in the state `φ`: the squared modulus of
their overlap. -/
def population (χ φ : Fin 2 × Fin 2 → ℂ) : ℝ := ‖star χ ⬝ᵥ φ‖ ^ 2
```

A function $\varphi(t)$ solves the Schrödinger equation if $\varphi'(t)=-iH\varphi(t)$ at every real $t$. All four components take part; no two-level model is postulated.

```lean
/-- The Schrödinger equation `i φ' = H φ` at all times (ħ = 1), written as `φ' = -i H φ`. -/
def SolvesSchrodinger (H : Matrix (Fin 2 × Fin 2) (Fin 2 × Fin 2) ℂ)
    (φ : ℝ → Fin 2 × Fin 2 → ℂ) : Prop :=
  ∀ t, HasDerivAt φ ((-Complex.I) • (H *ᵥ φ t)) t
```

## The explicit solution

In the basis $(|S\rangle,|T_0\rangle)$, the Hamiltonian has a $2\times2$ block, whose entries are computed further down:

$$\begin{pmatrix}-\tfrac{3J}{4}&b\\ b&\tfrac J4\end{pmatrix}=-\frac J4\,\mathbb 1+M,\qquad M=\begin{pmatrix}-\tfrac J2&b\\ b&\tfrac J2\end{pmatrix},\qquad M^2=w^2\,\mathbb 1.$$

The two energies are $-J/4\pm w$. The quantity called `freq` in the code is therefore half the level splitting, and the population oscillates at angular frequency $2w$.

```lean
/-- The mixing frequency `w = √(b² + J²/4)`. -/
def freq (J b : ℝ) : ℝ := √(b ^ 2 + J ^ 2 / 4)
```

Because $M^2=w^2\mathbb 1$, the exponential series gives $e^{-iMt}=\cos(wt)\,\mathbb 1-i\,(M/w)\sin(wt)$. Applied to the singlet, and multiplied by the phase $e^{iJt/4}$ from the mean energy, this yields the singlet amplitude

$$c_S(t)=e^{iJt/4}\Big(\cos wt+\frac{iJ}{2w}\sin wt\Big)$$

```lean
/-- The singlet amplitude at time `t` of a pair that starts in the singlet, for `J` and `b` not both
zero. -/
def singletAmp (J b t : ℝ) : ℂ :=
  Complex.exp (Complex.I * (J / 4) * t) *
    ((Real.cos (freq J b * t) : ℂ)
      + Complex.I * (J / (2 * freq J b)) * (Real.sin (freq J b * t) : ℂ))
```

and the T0 amplitude

$$c_T(t)=-\,e^{iJt/4}\,\frac{ib}{w}\sin wt.$$

```lean
/-- The T0 amplitude at time `t` of a pair that starts in the singlet, for `J` and `b` not both
zero. -/
def tripletAmp (J b t : ℝ) : ℂ :=
  Complex.exp (Complex.I * (J / 4) * t) *
    (-Complex.I * (b / freq J b) * (Real.sin (freq J b * t) : ℂ))
```

The state is $\psi(t)=c_S(t)|S\rangle+c_T(t)|T_0\rangle$.

```lean
/-- The explicit state at time `t` of a spin pair that starts in the singlet, for `J` and `b` not
both zero. -/
def psi (J b t : ℝ) : Fin 2 × Fin 2 → ℂ :=
  singletAmp J b t • singlet + tripletAmp J b t • triplet0
```

Besides $w\neq0$, which holds because the square root of a positive number is positive, the calculation uses only the square $w^2=b^2+J^2/4$.

```lean
/-- The square of the mixing frequency is `b² + J²/4`. -/
theorem freq_sq (J b : ℝ) : freq J b ^ 2 = b ^ 2 + J ^ 2 / 4 :=
  Real.sq_sqrt (by positivity)
```

## How H acts on the singlet and T0

The $z$ part of $\mathbf S_1\cdot\mathbf S_2$ gives $-\tfrac14$ on both antiparallel states, and the $x$ and $y$ parts together exchange the two states with weight $\tfrac12$:

$$\mathbf S_1\cdot\mathbf S_2|{\uparrow\downarrow}\rangle=-\tfrac14|{\uparrow\downarrow}\rangle+\tfrac12|{\downarrow\uparrow}\rangle,$$

and likewise with the arrows reversed. The antisymmetric combination has eigenvalue $-\tfrac14-\tfrac12=-\tfrac34$, the symmetric one $-\tfrac14+\tfrac12=\tfrac14$. The operator $S_{1z}-S_{2z}$ gives $+1$ on ↑↓ and $-1$ on ↓↑, so it turns $|S\rangle$ into $|T_0\rangle$ and back. Hence

$$H|S\rangle=-\tfrac{3J}{4}|S\rangle+b|T_0\rangle,\qquad H|T_0\rangle=b|S\rangle+\tfrac J4|T_0\rangle.$$

In the proof, `hmul` rewrites a product of operators on different sites as one Kronecker product, and `hy` combines the two factors $i$ of the $y$ term into a sign. Both equations are then compared in each of the four components.

```lean
/-- The Hamiltonian maps the span of singlet and T0 to itself: exchange gives the diagonal
terms `-3J/4` and `J/4`, and the field difference couples the two states with strength `b`. -/
theorem hamiltonian_action (J b : ℝ) :
    hamiltonian J b *ᵥ singlet = (-3 * J / 4 : ℂ) • singlet + (b : ℂ) • triplet0 ∧
    hamiltonian J b *ᵥ triplet0 = (b : ℂ) • singlet + (J / 4 : ℂ) • triplet0 := by
  have hmul (A B : Matrix (Fin 2) (Fin 2) ℂ) : site1 A * site2 B = A ⊗ₖ B := by
    rw [site1, site2, ← Matrix.mul_kronecker_mul, Matrix.mul_one, Matrix.one_mul]
  -- the two factors of i in the y components combine to a sign
  have hy : Sy ⊗ₖ Sy = -((!![0, -1/2; 1/2, 0] : Matrix (Fin 2) (Fin 2) ℂ) ⊗ₖ
      (!![0, -1/2; 1/2, 0] : Matrix (Fin 2) (Fin 2) ℂ)) := by
    rw [Sy, Matrix.smul_kronecker, Matrix.kronecker_smul, smul_smul, Complex.I_mul_I,
      neg_one_smul]
  simp only [hamiltonian, hmul, hy]
  constructor <;> ext ⟨i, j⟩ <;> fin_cases i <;> fin_cases j <;>
    simp [Matrix.mulVec, dotProduct, Fintype.sum_prod_type, Fin.sum_univ_two, site1, site2,
      Sx, Sz, singlet, triplet0, Matrix.one_apply] <;> ring
```

## The amplitudes obey the coupled equations

The required equations are

$$c_S'=-i\big(-\tfrac{3J}{4}c_S+b\,c_T\big),\qquad c_T'=-i\big(b\,c_S+\tfrac J4c_T\big).$$

Write $E=e^{iJt/4}$, $c=\cos wt$ and $s=\sin wt$. For the singlet, the product rule gives the left side and substitution the right side:

$$c_S'=E\Big[\tfrac{3iJ}{4}c-\Big(w+\tfrac{J^2}{8w}\Big)s\Big],\qquad \text{right side}=E\Big[\tfrac{3iJ}{4}c-\Big(\tfrac{3J^2}{8w}+\tfrac{b^2}{w}\Big)s\Big].$$

They agree because $w^2=b^2+J^2/4$. For T0, both sides equal $E\big[\tfrac{bJ}{4w}s-ib\,c\big]$, which needs only $w\neq0$.

The facts `hE`, `hc` and `hs` are the derivatives of $E$, $c$ and $s$. Each `linear_combination` closes the remaining algebra; the first uses $ww^{-1}=1$, $i^2=-1$ and the formula for $w^2$, the second only $ww^{-1}=1$.

```lean
/-- For `b ≠ 0` the two amplitudes obey the coupled equations of the singlet-T0 pair. -/
theorem amplitudes_hasDerivAt (J b : ℝ) (hb : b ≠ 0) (t : ℝ) :
    HasDerivAt (singletAmp J b)
      (-Complex.I * (-3 * J / 4 * singletAmp J b t + b * tripletAmp J b t)) t ∧
    HasDerivAt (tripletAmp J b)
      (-Complex.I * (b * singletAmp J b t + J / 4 * tripletAmp J b t)) t := by
  have hw : freq J b ≠ 0 := (Real.sqrt_pos.2 (by positivity)).ne'
  have h1 : (freq J b : ℂ) * (freq J b : ℂ)⁻¹ = 1 :=
    mul_inv_cancel₀ (Complex.ofReal_ne_zero.2 hw)
  have h2 : (freq J b : ℂ) ^ 2 = (b : ℂ) ^ 2 + (J : ℂ) ^ 2 / 4 := by
    exact_mod_cast congrArg Complex.ofReal (freq_sq J b)
  have hE : HasDerivAt (fun s : ℝ => Complex.exp (Complex.I * (J / 4) * s))
      (Complex.exp (Complex.I * (J / 4) * t) * (Complex.I * (J / 4))) t := by
    simpa using ((hasDerivAt_id t).ofReal_comp.const_mul (Complex.I * ((J : ℂ) / 4))).cexp
  have hc : HasDerivAt (fun s : ℝ => (Real.cos (freq J b * s) : ℂ))
      (-(Real.sin (freq J b * t) : ℂ) * freq J b) t := by
    simpa using (((hasDerivAt_id t).const_mul (freq J b)).cos).ofReal_comp
  have hs : HasDerivAt (fun s : ℝ => (Real.sin (freq J b * s) : ℂ))
      ((Real.cos (freq J b * t) : ℂ) * freq J b) t := by
    simpa using (((hasDerivAt_id t).const_mul (freq J b)).sin).ofReal_comp
  constructor
  · refine (hE.fun_mul (hc.fun_add
      (hs.const_mul (Complex.I * ((J : ℂ) / (2 * freq J b)))))).congr_deriv ?_
    simp only [singletAmp, tripletAmp]
    generalize Complex.exp (Complex.I * (J / 4) * t) = E
    generalize (Real.cos (freq J b * t) : ℂ) = c
    generalize (Real.sin (freq J b * t) : ℂ) = s
    linear_combination (E * Complex.I * J / 2 * c + E * s * freq J b) * h1
      - E * s * (freq J b : ℂ)⁻¹ * (b ^ 2 + J ^ 2 / 4) * Complex.I_sq
      - E * s * (freq J b : ℂ)⁻¹ * h2
  · refine (hE.fun_mul
      (hs.const_mul (-Complex.I * ((b : ℂ) / freq J b)))).congr_deriv ?_
    simp only [singletAmp, tripletAmp]
    generalize Complex.exp (Complex.I * (J / 4) * t) = E
    generalize (Real.cos (freq J b * t) : ℂ) = c
    generalize (Real.sin (freq J b * t) : ℂ) = s
    linear_combination (-Complex.I * b * E * c) * h1
```

Multiplying the two equations by $|S\rangle$ and $|T_0\rangle$ and adding them gives

$$\psi'=c_S'|S\rangle+c_T'|T_0\rangle=-i\big(c_S\,H|S\rangle+c_T\,H|T_0\rangle\big)=-iH\psi .$$

```lean
/-- For `b ≠ 0` the explicit state solves the Schrödinger equation. -/
theorem psi_solves (J b : ℝ) (hb : b ≠ 0) :
    SolvesSchrodinger (hamiltonian J b) (psi J b) := by
  intro t
  obtain ⟨hS, hT⟩ := amplitudes_hasDerivAt J b hb t
  refine ((hS.smul_const singlet).fun_add (hT.smul_const triplet0)).congr_deriv ?_
  rw [psi, Matrix.mulVec_add, Matrix.mulVec_smul, Matrix.mulVec_smul,
    (hamiltonian_action J b).1, (hamiltonian_action J b).2]
  module
```

## The T0 population and complete conversion

Since $\langle T_0|S\rangle=0$ and $\langle T_0|T_0\rangle=1$, the overlap $\langle T_0|\psi(t)\rangle$ is $c_T(t)$.

```lean
/-- The overlap of T0 with the explicit state is the T0 amplitude. -/
theorem triplet0_overlap (J b t : ℝ) : star triplet0 ⬝ᵥ psi J b t = tripletAmp J b t := by
  have hr : (invSqrtTwo : ℂ) * invSqrtTwo = 1 / 2 := by
    have h : invSqrtTwo * invSqrtTwo = 1 / 2 := by
      rw [invSqrtTwo, ← mul_inv, Real.mul_self_sqrt (by norm_num)]
      norm_num
    rw [← Complex.ofReal_mul, h]
    norm_num
  -- T0 is orthogonal to the singlet and has norm one
  have hS : star triplet0 ⬝ᵥ singlet = 0 := by
    simp [dotProduct, Fintype.sum_prod_type, triplet0, singlet]
  have hT : star triplet0 ⬝ᵥ triplet0 = 1 := by
    simp [dotProduct, Fintype.sum_prod_type, triplet0]
    linear_combination 2 * hr
  rw [psi, dotProduct_add, dotProduct_smul, dotProduct_smul, hS, hT]
  simp
```

The factors $E$ and $-i$ have modulus one, so $|c_T|^2=(b^2/w^2)\sin^2 wt$. At $t=0$ the amplitudes are $c_S=1$ and $c_T=0$, so $\psi(0)=|S\rangle$.

Suppose the population is one at some time. Then

$$b^2\sin^2 wt=w^2=b^2+\tfrac{J^2}{4}.$$

The left side is at most $b^2$, so $J^2\le0$ and $J=0$. Conversely, if $J=0$ then $w^2=b^2$, and at $t=\pi/(2w)$ the population is $b^2/w^2=1$.

The theorem states four things for real $J$ and real non-zero $b$: the initial condition, the Schrödinger equation, the population at every time, and the equivalence between complete conversion at some time and $J=0$. The proof establishes the population formula first, as `hpop`, and uses it in both directions of the equivalence.

```lean
/-- Let `b ≠ 0`. The explicit state starts at the singlet, solves the Schrödinger equation and
has T0 population `(b²/w²) sin²(wt)`; this population equals one at some time exactly when
`J = 0`. -/
theorem singlet_triplet_oscillation (J b : ℝ) (hb : b ≠ 0) :
    psi J b 0 = singlet ∧
    SolvesSchrodinger (hamiltonian J b) (psi J b) ∧
    (∀ t, population triplet0 (psi J b t)
      = b ^ 2 / freq J b ^ 2 * Real.sin (freq J b * t) ^ 2) ∧
    ((∃ t, population triplet0 (psi J b t) = 1) ↔ J = 0) := by
  have hpop (t : ℝ) : population triplet0 (psi J b t)
      = b ^ 2 / freq J b ^ 2 * Real.sin (freq J b * t) ^ 2 := by
    have hphase : Complex.I * (J / 4) * t = ((J / 4 * t : ℝ) : ℂ) * Complex.I := by
      push_cast
      ring
    have hreal : -Complex.I * (b / freq J b) * (Real.sin (freq J b * t) : ℂ)
        = -Complex.I * ((b / freq J b * Real.sin (freq J b * t) : ℝ) : ℂ) := by
      rw [Complex.ofReal_mul, Complex.ofReal_div, mul_assoc]
    rw [population, triplet0_overlap, tripletAmp, hphase, hreal, norm_mul,
      Complex.norm_exp_ofReal_mul_I, norm_mul, norm_neg, Complex.norm_I, Complex.norm_real,
      Real.norm_eq_abs, one_mul, one_mul, sq_abs, mul_pow, div_pow]
  have hw : freq J b ≠ 0 := (Real.sqrt_pos.2 (by positivity)).ne'
  refine ⟨by simp [psi, singletAmp, tripletAmp], psi_solves J b hb, hpop, ?_, ?_⟩
  · -- sin² ≤ 1 leaves no room for a non-zero exchange coupling
    rintro ⟨t, ht⟩
    rw [hpop, div_mul_eq_mul_div, div_eq_iff (pow_ne_zero 2 hw), one_mul, freq_sq] at ht
    have h := mul_nonneg (sq_nonneg b) (sub_nonneg.2 (Real.sin_sq_le_one (freq J b * t)))
    have hJ : J ^ 2 = 0 := le_antisymm (by linarith) (sq_nonneg J)
    exact pow_eq_zero_iff (two_ne_zero) |>.1 hJ
  · intro hJ
    refine ⟨Real.pi / 2 / freq J b, ?_⟩
    have hsq : freq J b ^ 2 = b ^ 2 := by
      rw [freq_sq, hJ]
      ring
    rw [hpop, mul_div_cancel₀ _ hw, Real.sin_pi_div_two, hsq, div_self (pow_ne_zero 2 hb)]
    norm_num
```

Without exchange the population is $\sin^2(bt)$, and conversion is first complete at $t=\pi/(2|b|)$. For $|J|\gg|b|$ the largest T0 population is close to $4b^2/J^2$, so strong exchange holds the pair in the singlet.

The equivalence fails when $J$ and $b$ are both zero. Then $H=0$, the pair stays in the singlet, and the T0 population is zero at all times although $J=0$.

## No other solution starts at the singlet

Let $\varphi$ be any solution with $\varphi(0)=|S\rangle$, with no assumption that it stays in the span of $|S\rangle$ and $|T_0\rangle$. The difference $\delta=\varphi-\psi$ satisfies $\delta'=-iH\delta$ and $\delta(0)=0$. With $\|H\|$ the operator norm of $H$, the growth estimate $\|\delta(t)\|\le\|\delta(0)\|\,e^{\|H\||t|}$ gives $\delta=0$ at all times.

In Lean, `L` is the linear map $x\mapsto-iHx$. It is Lipschitz because it is continuous and linear, and Mathlib's uniqueness theorem for ordinary differential equations then identifies the two solutions.

```lean
/-- For `b ≠ 0`, every solution of the Schrödinger equation that starts at the singlet is the
explicit state. -/
theorem eq_psi_of_solves (J b : ℝ) (hb : b ≠ 0) (φ : ℝ → Fin 2 × Fin 2 → ℂ)
    (h0 : φ 0 = singlet) (hφ : SolvesSchrodinger (hamiltonian J b) φ) : φ = psi J b := by
  -- a linear vector field in finite dimension is Lipschitz
  let L : (Fin 2 × Fin 2 → ℂ) →L[ℂ] (Fin 2 × Fin 2 → ℂ) :=
    LinearMap.toContinuousLinearMap ((-Complex.I) • (hamiltonian J b).mulVecLin)
  exact ODE_solution_unique_univ (v := fun _ x => L x) (s := fun _ => Set.univ) (t₀ := 0)
    (fun _ => L.lipschitz.lipschitzOnWith)
    (fun t => ⟨hφ t, Set.mem_univ _⟩)
    (fun t => ⟨psi_solves J b hb t, Set.mem_univ _⟩)
    (h0.trans (singlet_triplet_oscillation J b hb).1.symm)

end

end SingletTripletMixing
```

```lean
#print axioms SingletTripletMixing.hamiltonian_action
#print axioms SingletTripletMixing.eq_psi_of_solves
```

```
'SingletTripletMixing.hamiltonian_action' depends on axioms: [propext, Classical.choice, Quot.sound]
'SingletTripletMixing.eq_psi_of_solves' depends on axioms: [propext, Classical.choice, Quot.sound]
```
